# AB quartet of two coupled spins 1/2: transition intensities 1 ± J/D

Let two spins 1/2 have the Hamiltonian $H = J\,\mathbf S_1\cdot\mathbf S_2 + a S_{1z} + b S_{2z}$ with real $J, a, b$, and let $D=\sqrt{J^2+(a-b)^2}>0$. Write $u$ for up and $d$ for down. If $v$ is a unit eigenvector in $\mathrm{span}(ud, du)$ with energy $-J/4+sD/2$, $s=\pm1$, then

$$|\langle uu, S^+v\rangle|^2 = |\langle dd, S^-v\rangle|^2 = 1+\frac{sJ}{D}.$$

This is the roof effect of magnetic resonance: for $J\neq0$ and $a\neq b$, and with equal population differences across the four transitions, the two inner lines of the quartet are stronger than the two outer ones. It gives spectral simulation codes a closed-form test case, for two isotropically coupled spins without relaxation.

## Real coupling and real frequencies

The constant $J$ is the scalar coupling between the spins, and $a$ and $b$ are the resonance frequencies that they would have without it, up to a sign convention, all in the same unit with $\hbar=1$. Their being real makes $H$ Hermitian. In Lean this is the type `ℝ` of the parameters. States are functions `Fin 2 × Fin 2 → ℂ`, with 0 for up and 1 for down, and `site1` and `site2` place a one-spin matrix on either spin.

```lean
import Mathlib

open Matrix
open scoped Kronecker

namespace ABQuartet

noncomputable section

/-- The spin-1/2 matrix of the x component, in units of ħ. -/
def sx : Matrix (Fin 2) (Fin 2) ℂ := !![0, 1 / 2; 1 / 2, 0]

/-- The spin-1/2 matrix of the y component, in units of ħ. -/
def sy : Matrix (Fin 2) (Fin 2) ℂ := !![0, -Complex.I / 2; Complex.I / 2, 0]

/-- The spin-1/2 matrix of the z component, in units of ħ. -/
def sz : Matrix (Fin 2) (Fin 2) ℂ := !![1 / 2, 0; 0, -1 / 2]

/-- A one-spin operator acting on the first spin of the pair. -/
def site1 (A : Matrix (Fin 2) (Fin 2) ℂ) : Matrix (Fin 2 × Fin 2) (Fin 2 × Fin 2) ℂ :=
  A ⊗ₖ (1 : Matrix (Fin 2) (Fin 2) ℂ)

/-- A one-spin operator acting on the second spin of the pair. -/
def site2 (A : Matrix (Fin 2) (Fin 2) ℂ) : Matrix (Fin 2 × Fin 2) (Fin 2 × Fin 2) ℂ :=
  (1 : Matrix (Fin 2) (Fin 2) ℂ) ⊗ₖ A

/-- The Hamiltonian `J S1·S2 + a S1z + b S2z` of two coupled spins. -/
def hamiltonian (J a b : ℝ) : Matrix (Fin 2 × Fin 2) (Fin 2 × Fin 2) ℂ :=
  (J : ℂ) • (site1 sx * site2 sx + site1 sy * site2 sy + site1 sz * site2 sz)
    + (a : ℂ) • site1 sz + (b : ℂ) • site2 sz
```

The operator `raising` weights both spins equally, so they are assumed to couple equally to the radio-frequency field. Its conjugate transpose `raisingᴴ` is $S^-$.

```lean
/-- The total raising operator `S⁺ = S1⁺ + S2⁺`. -/
def raising : Matrix (Fin 2 × Fin 2) (Fin 2 × Fin 2) ℂ :=
  site1 !![0, 1; 0, 0] + site2 !![0, 1; 0, 0]

/-- The product state with spins `i` and `j`, where 0 is up and 1 is down. -/
def ket (i j : Fin 2) : Fin 2 × Fin 2 → ℂ := fun p => if p = (i, j) then 1 else 0
```

The derivation uses reality when it takes real parts of the eigenvalue equation, and the proof does so when it splits `f1` and `f2` into real and imaginary parts. With a non-real $J$ and $D$ still positive, $1+sJ/D$ would not be real, while an intensity always is.

## A nonzero splitting

The two middle levels lie $D$ apart, so $D>0$ says that they are not degenerate. It fails only when $J=0$ and $a=b$.

```lean
/-- The energy splitting `D = √(J² + (a - b)²)`. -/
def splitting (J a b : ℝ) : ℝ := √(J ^ 2 + (a - b) ^ 2)

/-- The square of the splitting is `J² + (a - b)²`. -/
theorem splitting_sq (J a b : ℝ) : splitting J a b ^ 2 = J ^ 2 + (a - b) ^ 2 :=
  Real.sq_sqrt (by positivity)
```

The hypothesis `hD` is used only to divide by $D$, by hand as in Lean. At $D=0$ every vector of the middle space has the same energy, and the intensity of a unit vector there can be anything from 0 (singlet) to 2 (triplet).

## A state with one spin up and one down

Membership in $\mathrm{span}(ud,du)$ means zero total $S_z$. Since

$$\mathbf S_1\cdot\mathbf S_2=S_{1z}S_{2z}+\tfrac12(S_1^+S_2^-+S_1^-S_2^+),$$

the coupling contributes $J/4$ on $uu$ and $dd$, $-J/4$ on $ud$ and $du$, and an exchange element $J/2$ between the last two. The frequency terms add $\pm(a+b)/2$ on $uu$ and $dd$, and $\pm(a-b)/2$ on $ud$ and $du$.

`hamiltonian_apply` records these components. It multiplies the Kronecker factors spin by spin, expands the sums, and uses $i^2=-1$ for the $y$ matrices.

```lean
/-- The four components of `H v` in the product basis: the coupling mixes only
up-down with down-up. -/
theorem hamiltonian_apply (J a b : ℝ) (v : Fin 2 × Fin 2 → ℂ) :
    (hamiltonian J a b *ᵥ v) (0, 0) = (J / 4 + (a + b) / 2) * v (0, 0) ∧
    (hamiltonian J a b *ᵥ v) (0, 1)
      = (-J / 4 + (a - b) / 2) * v (0, 1) + J / 2 * v (1, 0) ∧
    (hamiltonian J a b *ᵥ v) (1, 0)
      = J / 2 * v (0, 1) + (-J / 4 - (a - b) / 2) * v (1, 0) ∧
    (hamiltonian J a b *ᵥ v) (1, 1) = (J / 4 - (a + b) / 2) * v (1, 1) := by
  simp only [hamiltonian, site1, site2, ← Matrix.mul_kronecker_mul, mul_one, one_mul]
  refine ⟨?_, ?_, ?_, ?_⟩ <;>
    simp [Matrix.mulVec, dotProduct, Fintype.sum_prod_type, Fin.sum_univ_two,
      Matrix.one_apply, sx, sy, sz]
  · linear_combination (J * v (1, 1) / 4) * Complex.I_sq
  · linear_combination (-J * v (1, 0) / 4) * Complex.I_sq
  · linear_combination (-J * v (0, 1) / 4) * Complex.I_sq
  · linear_combination (J * v (0, 0) / 4) * Complex.I_sq
```

With $v=x\,ud+y\,du$, $\delta=a-b$ and $\varepsilon=E+J/4$, the eigenvalue equation becomes

$$\tfrac{\delta}{2}x+\tfrac J2y=\varepsilon x,\qquad \tfrac J2x-\tfrac{\delta}{2}y=\varepsilon y.$$

The other two components read $0=0$, which is how `secular_equations` reduces four equations to two.

```lean
/-- For a combination of up-down and down-up, the eigenvalue equation of `H` is
equivalent to two secular equations for the amplitudes. -/
theorem secular_equations (J a b : ℝ) (x y E : ℂ) :
    hamiltonian J a b *ᵥ (x • ket 0 1 + y • ket 1 0) = E • (x • ket 0 1 + y • ket 1 0) ↔
      (-J / 4 + (a - b) / 2) * x + J / 2 * y = E * x ∧
      J / 2 * x + (-J / 4 - (a - b) / 2) * y = E * y := by
  obtain ⟨h0, h1, h2, h3⟩ := hamiltonian_apply J a b (x • ket 0 1 + y • ket 1 0)
  have k0 : (x • ket 0 1 + y • ket 1 0) (0, 0) = 0 := by simp [ket]
  have k1 : (x • ket 0 1 + y • ket 1 0) (0, 1) = x := by simp [ket]
  have k2 : (x • ket 0 1 + y • ket 1 0) (1, 0) = y := by simp [ket]
  have k3 : (x • ket 0 1 + y • ket 1 0) (1, 1) = 0 := by simp [ket]
  rw [funext_iff]
  simp only [Prod.forall, Fin.forall_fin_two, h0, h1, h2, h3, Pi.smul_apply, smul_eq_mul,
    k0, k1, k2, k3, mul_zero, true_and, and_true]
```

The states outside the middle space have their own energies:

```lean
/-- The states up-up and down-down are eigenvectors of `H` with energies
`J/4 + (a + b)/2` and `J/4 - (a + b)/2`. -/
theorem outer_energies (J a b : ℝ) :
    hamiltonian J a b *ᵥ ket 0 0 = ((J : ℂ) / 4 + (a + b) / 2) • ket 0 0 ∧
    hamiltonian J a b *ᵥ ket 1 1 = ((J : ℂ) / 4 - (a + b) / 2) • ket 1 1 := by
  constructor
  · obtain ⟨h0, h1, h2, h3⟩ := hamiltonian_apply J a b (ket 0 0)
    rw [funext_iff]
    simp only [Prod.forall, Fin.forall_fin_two, h0, h1, h2, h3]
    simp [ket]
  · obtain ⟨h0, h1, h2, h3⟩ := hamiltonian_apply J a b (ket 1 1)
    rw [funext_iff]
    simp only [Prod.forall, Fin.forall_fin_two, h0, h1, h2, h3]
    simp [ket]
```

The proof of the intensity formula uses the span hypothesis `hv` to obtain $x$ and $y$. Without it the formula can fail through an accidental degeneracy. For $J=b=0$, $a=1$ and $s=1$, the state $uu$ has the required energy $1/2$, but $S^+uu=0$, so the first intensity is 0 instead of 1.

## An eigenvector with energy −J/4 + sD/2

The eigenvalue equation makes $v$ a stationary level, and $s$ labels the upper or lower one. To find the possible energies, multiply $(\varepsilon-\delta/2)x=(J/2)y$ by $\varepsilon+\delta/2$ and insert the second secular equation. The result is $(\varepsilon^2-D^2/4)x=0$, and the same holds for $y$. A nonzero $v$ therefore has $\varepsilon=\pm D/2$. In `middle_energies`, `hx` and `hy` are these two equations, and the factorisation `hf` separates the signs.

```lean
/-- A nonzero eigenvector of `H` in the span of up-down and down-up has energy
`-J/4 + D/2` or `-J/4 - D/2`. -/
theorem middle_energies (J a b : ℝ) (E : ℂ) (v : Fin 2 × Fin 2 → ℂ)
    (hv : v ∈ Submodule.span ℂ {ket 0 1, ket 1 0}) (hv0 : v ≠ 0)
    (hE : hamiltonian J a b *ᵥ v = E • v) :
    E = -J / 4 + splitting J a b / 2 ∨ E = -J / 4 - splitting J a b / 2 := by
  obtain ⟨x, y, rfl⟩ := Submodule.mem_span_pair.1 hv
  obtain ⟨e1, e2⟩ := (secular_equations J a b x y E).1 hE
  have hD : (splitting J a b : ℂ) ^ 2 = J ^ 2 + (a - b) ^ 2 := by
    exact_mod_cast splitting_sq J a b
  -- the secular determinant annihilates both amplitudes
  have hx : ((E + J / 4) ^ 2 - (splitting J a b : ℂ) ^ 2 / 4) * x = 0 := by
    linear_combination -(E + J / 4 + (a - b) / 2) * e1 - J / 2 * e2 - x / 4 * hD
  have hy : ((E + J / 4) ^ 2 - (splitting J a b : ℂ) ^ 2 / 4) * y = 0 := by
    linear_combination -(E + J / 4 - (a - b) / 2) * e2 - J / 2 * e1 - y / 4 * hD
  have hP : (E + J / 4) ^ 2 - (splitting J a b : ℂ) ^ 2 / 4 = 0 := by
    by_contra hne
    apply hv0
    rw [(mul_eq_zero.1 hx).resolve_left hne, (mul_eq_zero.1 hy).resolve_left hne]
    simp
  have hf : (E + J / 4 - splitting J a b / 2) * (E + J / 4 + splitting J a b / 2) = 0 := by
    linear_combination hP
  rcases mul_eq_zero.1 hf with h | h
  · left; linear_combination h
  · right; linear_combination h
```

The eigenvectors follow from a mixing angle. Put $J=r\sin2\theta$ and $\delta=r\cos2\theta$, which is always possible with $r=D$. For $(x,y)=(\cos\theta,\sin\theta)$ the left sides of the secular equations are

$$\tfrac r2(\cos2\theta\cos\theta+\sin2\theta\sin\theta)=\tfrac r2\cos\theta,$$
$$\tfrac r2(\sin2\theta\cos\theta-\cos2\theta\sin\theta)=\tfrac r2\sin\theta,$$

so $\varepsilon=r/2$. For $(-\sin\theta,\cos\theta)$ the same identities give $\varepsilon=-r/2$. Lean uses the double-angle formulas and $\sin^2\theta+\cos^2\theta=1$.

```lean
/-- If `J = r sin 2θ` and `a - b = r cos 2θ`, the states `cos θ ud + sin θ du` and
`-sin θ ud + cos θ du` are eigenvectors with energies `-J/4 + r/2` and `-J/4 - r/2`. -/
theorem mixing_angle (J a b r θ : ℝ) (hJ : J = r * Real.sin (2 * θ))
    (hd : a - b = r * Real.cos (2 * θ)) :
    hamiltonian J a b *ᵥ ((Real.cos θ : ℂ) • ket 0 1 + (Real.sin θ : ℂ) • ket 1 0)
      = (-(J : ℂ) / 4 + r / 2) •
        ((Real.cos θ : ℂ) • ket 0 1 + (Real.sin θ : ℂ) • ket 1 0) ∧
    hamiltonian J a b *ᵥ ((-(Real.sin θ : ℂ)) • ket 0 1 + (Real.cos θ : ℂ) • ket 1 0)
      = (-(J : ℂ) / 4 - r / 2) •
        ((-(Real.sin θ : ℂ)) • ket 0 1 + (Real.cos θ : ℂ) • ket 1 0) := by
  have h := Real.sin_sq_add_cos_sq θ
  rw [Real.sin_two_mul] at hJ
  rw [Real.cos_two_mul] at hd
  generalize Real.cos θ = c at hJ hd h ⊢
  generalize Real.sin θ = s at hJ hd h ⊢
  have hJ' : (J : ℂ) = r * (2 * s * c) := by exact_mod_cast hJ
  have hd' : (a : ℂ) - b = r * (2 * c ^ 2 - 1) := by exact_mod_cast hd
  have h' : (s : ℂ) ^ 2 + c ^ 2 = 1 := by exact_mod_cast h
  constructor
  · refine (secular_equations _ _ _ _ _ _).2 ⟨?_, ?_⟩
    · linear_combination c / 2 * hd' + s / 2 * hJ' + r * c * h'
    · linear_combination c / 2 * hJ' - s / 2 * hd'
  · refine (secular_equations _ _ _ _ _ _).2 ⟨?_, ?_⟩
    · linear_combination c / 2 * hJ' - s / 2 * hd'
    · linear_combination -s / 2 * hJ' - c / 2 * hd' - r * c * h'
```

For the intensity, the eigenvalue equation `hE` supplies the secular equations, and `hs` supplies $s^2=1$. The condition $s=\pm1$ is a labelling: the other hypotheses already force it, by the energies just found. The eigenvalue equation itself does real work. The state $ud$ has intensity 1 for every $J$, which differs from $1+sJ/D$ as soon as $J\ne0$.

## Unit norm and the interference term

Raising the down spin of either $ud$ or $du$ gives $uu$, and lowering the up spin gives $dd$. Both amplitudes are therefore $x+y$, which `transition_amplitudes` obtains by expanding the matrices.

```lean
/-- The amplitudes `⟨uu, S⁺ v⟩` and `⟨dd, S⁻ v⟩` both equal the sum of the up-down and
down-up components of `v`. -/
theorem transition_amplitudes (v : Fin 2 × Fin 2 → ℂ) :
    star (ket 0 0) ⬝ᵥ (raising *ᵥ v) = v (0, 1) + v (1, 0) ∧
    star (ket 1 1) ⬝ᵥ (raisingᴴ *ᵥ v) = v (0, 1) + v (1, 0) := by
  constructor <;>
    simp [raising, site1, site2, ket, Matrix.mulVec, dotProduct, Fintype.sum_prod_type,
      Fin.sum_univ_two, Matrix.one_apply]
```

Now set $\varepsilon=sD/2$, multiply the first secular equation by $\bar y$ and the second by $\bar x$, and add:

$$\tfrac{\delta}{2}(x\bar y-\bar xy)+\tfrac J2(|x|^2+|y|^2)=\tfrac{sD}{2}(x\bar y+\bar xy).$$

The first bracket is imaginary. Real parts and $|x|^2+|y|^2=1$ give $J=sD\cdot2\,\mathrm{Re}(\bar xy)$, hence $2\,\mathrm{Re}(\bar xy)=sJ/D$ and

$$|x+y|^2=1+2\,\mathrm{Re}(\bar xy)=1+\frac{sJ}{D}.$$

In `roof_effect`, normalisation is `star v ⬝ᵥ v = 1`, which becomes `hn`. The real part of the cross-multiplied sum is `key`, the division by $D$ is `hq`, and the final square is `hI`. Without normalisation, both intensities acquire the factor $\lVert v\rVert^2$.

```lean
/-- Roof effect: for `D > 0`, a unit eigenvector in the span of up-down and down-up with
energy `-J/4 + s D/2`, `s = ±1`, has intensity `1 + s J/D` both to up-up and to down-down. -/
theorem roof_effect (J a b s : ℝ) (hs : s = 1 ∨ s = -1) (hD : 0 < splitting J a b)
    (v : Fin 2 × Fin 2 → ℂ) (hv : v ∈ Submodule.span ℂ {ket 0 1, ket 1 0})
    (hunit : star v ⬝ᵥ v = 1)
    (hE : hamiltonian J a b *ᵥ v = ((-J / 4 + s * splitting J a b / 2 : ℝ) : ℂ) • v) :
    ‖star (ket 0 0) ⬝ᵥ (raising *ᵥ v)‖ ^ 2 = 1 + s * J / splitting J a b ∧
    ‖star (ket 1 1) ⬝ᵥ (raisingᴴ *ᵥ v)‖ ^ 2 = 1 + s * J / splitting J a b := by
  have hs2 : s ^ 2 = 1 := by rcases hs with rfl | rfl <;> norm_num
  obtain ⟨x, y, rfl⟩ := Submodule.mem_span_pair.1 hv
  obtain ⟨e1, e2⟩ := (secular_equations J a b x y _).1 hE
  have hn : x.re ^ 2 + x.im ^ 2 + y.re ^ 2 + y.im ^ 2 = 1 := by
    have h := congrArg Complex.re hunit
    simp [dotProduct, Fintype.sum_prod_type, Fin.sum_univ_two, ket] at h
    linear_combination h
  -- secular equations with real coefficients, split into real and imaginary parts
  have f1 : ((-J / 4 + (a - b) / 2 : ℝ) : ℂ) * x + ((J / 2 : ℝ) : ℂ) * y
      = ((-J / 4 + s * splitting J a b / 2 : ℝ) : ℂ) * x := by
    push_cast at e1 ⊢
    linear_combination e1
  have f2 : ((J / 2 : ℝ) : ℂ) * x + ((-J / 4 - (a - b) / 2 : ℝ) : ℂ) * y
      = ((-J / 4 + s * splitting J a b / 2 : ℝ) : ℂ) * y := by
    push_cast at e2 ⊢
    linear_combination e2
  have r1 := congrArg Complex.re f1
  have i1 := congrArg Complex.im f1
  have r2 := congrArg Complex.re f2
  have i2 := congrArg Complex.im f2
  simp only [Complex.add_re, Complex.re_ofReal_mul] at r1 r2
  simp only [Complex.add_im, Complex.im_ofReal_mul] at i1 i2
  -- the interference term of the two amplitudes
  have key : s * splitting J a b * (2 * (x.re * y.re + x.im * y.im)) = J := by
    linear_combination -2 * (y.re * r1 + x.re * r2 + y.im * i1 + x.im * i2) + J * hn
  have hq : s * J / splitting J a b = 2 * (x.re * y.re + x.im * y.im) := by
    rw [div_eq_iff hD.ne']
    linear_combination -s * key
      + 2 * (x.re * y.re + x.im * y.im) * splitting J a b * hs2
  have hI : ‖x + y‖ ^ 2 = 1 + s * J / splitting J a b := by
    rw [Complex.sq_norm, Complex.normSq_apply, Complex.add_re, Complex.add_im, hq]
    linear_combination hn
  have k1 : (x • ket 0 1 + y • ket 1 0) (0, 1) = x := by simp [ket]
  have k2 : (x • ket 0 1 + y • ket 1 0) (1, 0) = y := by simp [ket]
  rw [(transition_amplitudes _).1, (transition_amplitudes _).2, k1, k2]
  exact ⟨hI, hI⟩
```

The theorem concerns squared matrix elements. Reading them as relative line strengths also assumes equal population differences across the four transitions.

## Known outer energies and the line separation

The last theorem adds the energies $E_u$ and $E_d$ of $uu$ and $dd$ through their eigenvalue equations `hu` and `hd`. These fix where the two lines sharing $v$ lie; without them $E_u$ and $E_d$ would be arbitrary numbers. By hand, $E_u+E_d=J/2$, so

$$(E_u-E)-(E-E_d)=J-sD,$$
$$\Big(1+\frac{sJ}{D}\Big)(J-sD)=\frac{s(J^2-D^2)}{D}=-\frac{s(a-b)^2}{D}.$$

The magnitude does not depend on $s$, so intensity times separation is the same for the inner and the outer pair. The proof identifies the two energies in `hu'` and `hd'`, inserts the intensity, and finishes with the same algebra.

```lean
/-- Let `D > 0`, let `v` be a unit eigenvector in the span of up-down and down-up with energy
`E = -J/4 + s D/2`, `s = ±1`, and let `Eu`, `Ed` be the energies of up-up and down-down. The
intensity times the line separation `(Eu - E) - (E - Ed)` is `-s (a - b)²/D`. -/
theorem intensity_mul_separation (J a b s E Eu Ed : ℝ) (hs : s = 1 ∨ s = -1)
    (hD : 0 < splitting J a b) (hEs : E = -J / 4 + s * splitting J a b / 2)
    (v : Fin 2 × Fin 2 → ℂ) (hv : v ∈ Submodule.span ℂ {ket 0 1, ket 1 0})
    (hunit : star v ⬝ᵥ v = 1) (hE : hamiltonian J a b *ᵥ v = (E : ℂ) • v)
    (hu : hamiltonian J a b *ᵥ ket 0 0 = (Eu : ℂ) • ket 0 0)
    (hd : hamiltonian J a b *ᵥ ket 1 1 = (Ed : ℂ) • ket 1 1) :
    ‖star (ket 0 0) ⬝ᵥ (raising *ᵥ v)‖ ^ 2 * ((Eu - E) - (E - Ed))
      = -s * (a - b) ^ 2 / splitting J a b := by
  have hs2 : s ^ 2 = 1 := by rcases hs with rfl | rfl <;> norm_num
  have hu' : J / 4 + (a + b) / 2 = Eu := by
    have h := congrFun ((outer_energies J a b).1.symm.trans hu) (0, 0)
    simp only [Pi.smul_apply, smul_eq_mul, ket, if_true, mul_one] at h
    exact_mod_cast h
  have hd' : J / 4 - (a + b) / 2 = Ed := by
    have h := congrFun ((outer_energies J a b).2.symm.trans hd) (1, 1)
    simp only [Pi.smul_apply, smul_eq_mul, ket, if_true, mul_one] at h
    exact_mod_cast h
  subst hEs
  rw [(roof_effect J a b s hs hD v hv hunit hE).1, ← hu', ← hd', eq_div_iff hD.ne']
  have hA : (1 + s * J / splitting J a b) * splitting J a b = splitting J a b + s * J := by
    rw [add_mul, one_mul, div_mul_cancel₀ _ hD.ne']
  linear_combination (J - s * splitting J a b) * hA - s * splitting_sq J a b
    - J * splitting J a b * hs2

end

end ABQuartet
```

```lean
#print axioms ABQuartet.middle_energies
-- 'ABQuartet.middle_energies' depends on axioms: [propext, Classical.choice, Quot.sound]
#print axioms ABQuartet.mixing_angle
-- 'ABQuartet.mixing_angle' depends on axioms: [propext, Classical.choice, Quot.sound]
#print axioms ABQuartet.intensity_mul_separation
-- 'ABQuartet.intensity_mul_separation' depends on axioms: [propext, Classical.choice, Quot.sound]
```

## The case J = 3, a = 12, b = 8

Here $a-b=4$ and $D=5$. For $s=1$ the secular equation $2x+\tfrac32y=\tfrac52x$ gives $y=x/3$, so $v=(3\,ud+du)/\sqrt{10}$ and the intensity is $(4/\sqrt{10})^2=1.6=1+3/5$. For $s=-1$, $v=(-ud+3\,du)/\sqrt{10}$ gives $0.4$.

| $s$ | $E_u-E$ | $E-E_d$ | Intensity of each line | Intensity × signed separation |
|---|---|---|---|---|
| $+1$ | 9 | 11 | 1.6 | −3.2 |
| $-1$ | 14 | 6 | 0.4 | 3.2 |

The lines at 6, 9, 11 and 14 have intensities 0.4, 1.6, 1.6 and 0.4.
